Linear interpolation in spin polarization: for a Hermitian matrix family with second derivative bounded by M, the lowest eigenvalue is off by at most M b(1−b)/2

Q: Your model of unscreening is a finite Hermitian matrix H(b) that depends on one real number b between 0 and 1. Unscreening subtracts the Hartree and exchange-correlation potentials of the valence density from a screened atomic potential. What is left of that in a matrix family?

A: The dependence on spin polarization is left. Take b = 0 as the unpolarized reference atom and b = 1 as the most polarized one. The exchange-correlation potential is nonlinear in the spin densities, so the unscreened potential in general depends on b, and not linearly. Let H(b) be the one-electron operator that contains this potential, in a fixed orthonormal basis of finite size. A part that does not depend on b, such as the kinetic energy, can be included, because it drops out of the derivatives. The question is how much is lost when H(b) is replaced by

I(b) = H(0) + b (H(1) − H(0)).

Q: And the nonlinearity enters how?

A: Through one assumed constant M, with

|⟨v, H''(b) v⟩| ≤ M for all b in [0,1] and all unit vectors v.

M is an energy. It is an upper bound on the magnitude of the expectation value of H''(b), the curvature of the operator in b, in every normalized state. It is a hypothesis, and no functional is used to derive it. Under it, the lowest eigenvalues e of H(b) and e' of I(b) satisfy

|e − e'| ≤ δ ≤ M/8, with δ = M b(1−b)/2.

Q: Derive that before showing me code.

A: Fix a unit vector v and put f(x) = ⟨v, H(x) v⟩. Since v does not depend on x, f''(x) = ⟨v, H''(x) v⟩ ≥ −M. The function g(x) = f(x) + M x²/2 has g'' = f'' + M ≥ 0, so it is convex and lies below its chord:

f(b) + M b²/2 ≤ (1−b) f(0) + b (f(1) + M/2).

Rearranging gives

f(b) ≤ f(0) + b (f(1) − f(0)) + M b(1−b)/2.

The same argument for −f, with −f'' ≥ −M, gives the opposite inequality. The chord f(0) + b (f(1) − f(0)) equals ⟨v, I(b) v⟩, so

|⟨v, H(b) v⟩ − ⟨v, I(b) v⟩| ≤ δ for every unit v.

Now let v be a normalized ground state of H(b) and w one of I(b). The variational principle, applied to each operator with the other's ground state as trial vector, gives

e ≤ ⟨w, H(b) w⟩ ≤ ⟨w, I(b) w⟩ + δ = e' + δ,
e' ≤ ⟨v, I(b) v⟩ ≤ ⟨v, H(b) v⟩ + δ = e + δ.

Finally b(1−b) = 1/4 − (b − 1/2)² ≤ 1/4 and M ≥ 0, so δ ≤ M/8.

Q: Fine. What are the Lean objects?

A: The type `n` labels the basis functions, operators are `Matrix n n ℂ`, and states are `n → ℂ`.

```lean
import Mathlib

open Matrix Set
open scoped ComplexOrder

namespace SpinInterpolation

noncomputable section

variable {n : Type*} [Fintype n] [DecidableEq n]
```

The expression `star v ⬝ᵥ A *ᵥ v` is the sum over i and j of conj(vᵢ) Aᵢⱼ vⱼ, and `expect` is its real part. There is no overlap matrix, which fixes the basis as orthonormal.

```lean
/-- Real part of the expectation value `⟨v, A v⟩`. -/
def expect (A : Matrix n n ℂ) (v : n → ℂ) : ℝ := (star v ⬝ᵥ A *ᵥ v).re
```

Q: Why take a real part? And is "lowest eigenvalue" an infimum that might be assigned some default value?

A: For a Hermitian matrix the expectation value is real and the real part changes nothing; it only supplies a real number for the inequalities. The lowest eigenvalue is a property and not a function. `IsEig A μ` demands a unit vector with A v = μ v, and `IsLowest A e` says that e is such a number and is at most every other one. Degeneracy is allowed.

```lean
/-- `μ` is a real eigenvalue of `A` with a normalized eigenvector. -/
def IsEig (A : Matrix n n ℂ) (μ : ℝ) : Prop := ∃ v : n → ℂ, star v ⬝ᵥ v = 1 ∧ A *ᵥ v = μ • v

/-- `e` is the lowest real eigenvalue of `A`. -/
def IsLowest (A : Matrix n n ℂ) (e : ℝ) : Prop := IsEig A e ∧ ∀ μ, IsEig A μ → e ≤ μ
```

The operator I(b) is `interp H b`.

```lean
/-- Linear interpolation in the real parameter `b`, `H(0) + b (H(1) - H(0))`. -/
def interp (H : ℝ → Matrix n n ℂ) (b : ℝ) : Matrix n n ℂ := H 0 + b • (H 1 - H 0)
```

Q: The derivation differentiates H twice. In which sense, at the endpoints especially?

A: Entry by entry. The fields `d1` and `d2` say that H'(b)ᵢⱼ is the derivative of H(t)ᵢⱼ at t = b and H''(b)ᵢⱼ that of H'(t)ᵢⱼ, taken within [0,1], hence one-sided at b = 0 and b = 1. Values of H outside the interval play no part. Continuity of H'' is not demanded, so any C² Hermitian family that obeys the bound qualifies. The field `bound` is the condition on M.

```lean
/-- On `[0,1]` the family `H` is Hermitian, has derivatives `H'` and `H''` entry by entry,
and `|Re ⟨v, H''(b) v⟩| ≤ M` for all unit vectors `v`. -/
structure TwiceDiffFamily (H H' H'' : ℝ → Matrix n n ℂ) (M : ℝ) : Prop where
  herm : ∀ b ∈ Icc (0 : ℝ) 1, (H b).IsHermitian
  d1 : ∀ b ∈ Icc (0 : ℝ) 1, ∀ i j, HasDerivWithinAt (fun t => H t i j) (H' b i j) (Icc 0 1) b
  d2 : ∀ b ∈ Icc (0 : ℝ) 1, ∀ i j, HasDerivWithinAt (fun t => H' t i j) (H'' b i j) (Icc 0 1) b
  bound : ∀ b ∈ Icc (0 : ℝ) 1, ∀ v : n → ℂ, star v ⬝ᵥ v = 1 → |expect (H'' b) v| ≤ M
```

One explicit family is defined for later use: P(b) = A − (M b(1−b)/2)·1, with A a fixed matrix and 1 the identity.

```lean
/-- The family `A - (M b (1 - b) / 2) 1`. -/
def parabolic (A : Matrix n n ℂ) (M b : ℝ) : Matrix n n ℂ :=
  A - (M * (b * (1 - b)) / 2) • (1 : Matrix n n ℂ)
```

Q: If e and e' are hypotheses, the theorem could be about numbers that don't exist.

A: They exist whenever the basis has at least one element. The spectral theorem gives eigenvalues `hA.eigenvalues j`, and `isEig_eigenvalues` checks that each comes with a unit eigenvector. Then `exists_isLowest` picks the smallest of the finite list and shows that any μ with `IsEig A μ` is on the list: if μ·1 − A were invertible, the eigenvector w would be zero, against its normalization. For an empty basis no unit vector exists and `IsLowest` never holds. For a single basis function the result is the scalar chord bound.

```lean
/-- Each eigenvalue in the spectral decomposition of a Hermitian matrix has a normalized
eigenvector. -/
theorem isEig_eigenvalues {A : Matrix n n ℂ} (hA : A.IsHermitian) (j : n) :
    IsEig A (hA.eigenvalues j) := by
  refine ⟨(hA.eigenvectorBasis j).ofLp, ?_, hA.mulVec_eigenvectorBasis j⟩
  have h1 : ‖hA.eigenvectorBasis j‖ = 1 := hA.eigenvectorBasis.orthonormal.1 j
  have h2 := EuclideanSpace.inner_eq_star_dotProduct
    (hA.eigenvectorBasis j) (hA.eigenvectorBasis j)
  rw [inner_self_eq_norm_sq_to_K, h1] at h2
  rw [dotProduct_comm, ← h2]
  simp

/-- A Hermitian matrix of positive dimension has a lowest eigenvalue. -/
theorem exists_isLowest [Nonempty n] {A : Matrix n n ℂ} (hA : A.IsHermitian) :
    ∃ e, IsLowest A e := by
  obtain ⟨j, -, hj⟩ := Finset.exists_min_image Finset.univ hA.eigenvalues Finset.univ_nonempty
  refine ⟨hA.eigenvalues j, isEig_eigenvalues hA j, ?_⟩
  rintro μ ⟨w, hw, h⟩
  have hμ : μ ∈ spectrum ℝ A := by
    rw [spectrum.mem_iff]
    rintro ⟨u, hu⟩
    have h0 : (u : Matrix n n ℂ) *ᵥ w = 0 := by
      rw [hu, Algebra.algebraMap_eq_smul_one, sub_mulVec, smul_mulVec, one_mulVec, h, sub_self]
    have hw0 : w = 0 := by
      calc w = (((u⁻¹ : (Matrix n n ℂ)ˣ) : Matrix n n ℂ) * (u : Matrix n n ℂ)) *ᵥ w := by
            rw [Units.inv_mul, one_mulVec]
        _ = 0 := by rw [← mulVec_mulVec, h0, mulVec_zero]
    simp [hw0] at hw
  rw [hA.spectrum_real_eq_range_eigenvalues] at hμ
  obtain ⟨i, rfl⟩ := hμ
  exact hj i (Finset.mem_univ i)
```

Q: Is the variational principle assumed?

A: It is proved. In `lowest_le_expect`, an eigenvalue λ of A − e·1 gives the eigenvalue λ + e of A, so e ≤ λ + e and λ ≥ 0. The matrix A − e·1 is therefore positive semidefinite, `psd`, and ⟨v, A v⟩ − e ≥ 0 follows for unit v.

```lean
/-- Rayleigh bound: the lowest eigenvalue of a Hermitian matrix is at most the expectation
value in any normalized state. -/
theorem lowest_le_expect {A : Matrix n n ℂ} (hA : A.IsHermitian) {e : ℝ} (he : IsLowest A e)
    {v : n → ℂ} (hv : star v ⬝ᵥ v = 1) : e ≤ expect A v := by
  have hs : ∀ w : n → ℂ, (A - e • (1 : Matrix n n ℂ)) *ᵥ w = A *ᵥ w - e • w := fun w => by
    rw [sub_mulVec, smul_mulVec, one_mulVec]
  have h1 : (e • (1 : Matrix n n ℂ))ᴴ = e • (1 : Matrix n n ℂ) := by
    rw [conjTranspose_smul, conjTranspose_one, star_trivial]
  have hB : (A - e • (1 : Matrix n n ℂ)).IsHermitian := hA.sub h1
  -- all eigenvalues of `A - e 1` are nonnegative
  have psd : (A - e • (1 : Matrix n n ℂ)).PosSemidef := by
    refine hB.posSemidef_iff_eigenvalues_nonneg.mpr fun j => ?_
    obtain ⟨w, hw, h⟩ := isEig_eigenvalues hB j
    rw [hs] at h
    have h2 : A *ᵥ w = (hB.eigenvalues j + e) • w := by
      rw [add_smul, ← h]
      exact (sub_add_cancel _ _).symm
    have h3 := he.2 _ ⟨w, hw, h2⟩
    show (0 : ℝ) ≤ hB.eigenvalues j
    linarith
  have h := (Complex.le_def.mp (psd.dotProduct_mulVec_nonneg v)).1
  rw [hs, dotProduct_sub, dotProduct_smul, hv] at h
  simp only [Complex.zero_re, Complex.sub_re, Complex.smul_re, Complex.one_re, smul_eq_mul,
    mul_one] at h
  unfold expect
  linarith
```

The lemma `lowest_stable` is the pair of trial-state inequalities for two Hermitian matrices A and B. Its `a` and `b` are their lowest eigenvalues, so this `b` is not the polarization. The facts `e1`, `e2` evaluate each matrix in its own ground state, `r1`, `r2` are the crossed Rayleigh bounds, and `linarith` adds them up.

```lean
/-- If the expectation values of two Hermitian matrices differ by at most `δ` in every
normalized state, their lowest eigenvalues differ by at most `δ`. -/
theorem lowest_stable {A B : Matrix n n ℂ} (hA : A.IsHermitian) (hB : B.IsHermitian)
    {a b δ : ℝ} (ha : IsLowest A a) (hb : IsLowest B b)
    (h : ∀ v : n → ℂ, star v ⬝ᵥ v = 1 → |expect A v - expect B v| ≤ δ) : |a - b| ≤ δ := by
  obtain ⟨v, hv, hAv⟩ := ha.1
  obtain ⟨w, hw, hBw⟩ := hb.1
  have e1 : expect A v = a := by simp [expect, hAv, dotProduct_smul, hv]
  have e2 : expect B w = b := by simp [expect, hBw, dotProduct_smul, hw]
  -- test each matrix with the ground state of the other
  have r1 := lowest_le_expect hB hb hv
  have r2 := lowest_le_expect hA ha hw
  have s1 := abs_le.mp (h v hv)
  have s2 := abs_le.mp (h w hw)
  rw [abs_le]
  constructor <;> linarith [s1.1, s2.2]
```

Q: Lowest levels can cross as b varies, and then e(b) can have a kink. Where do you exclude that?

A: Nowhere, since no eigenvalue or eigenvector is differentiated. Only f(x), with v held fixed, is differentiated, and `expect_deriv` does so term by term in the double sum over i and j. No gap above the ground state is assumed.

```lean
omit [DecidableEq n] in
/-- The derivative of an expectation value in a fixed state is the expectation value of the
derivative of the operator. -/
theorem expect_deriv {H : ℝ → Matrix n n ℂ} {D : Matrix n n ℂ} {s : Set ℝ} {b : ℝ}
    (h : ∀ i j, HasDerivWithinAt (fun t => H t i j) (D i j) s b) (v : n → ℂ) :
    HasDerivWithinAt (fun t => expect (H t) v) (expect D v) s b := by
  have h1 : HasDerivWithinAt (fun t => ∑ i, star v i * ∑ j, H t i j * v j)
      (∑ i, star v i * ∑ j, D i j * v j) s b :=
    HasDerivWithinAt.fun_sum fun i _ =>
      (HasDerivWithinAt.fun_sum fun j _ => (h i j).mul_const (v j)).const_mul (star v i)
  exact Complex.reCLM.hasFDerivAt.comp_hasDerivWithinAt b h1
```

In `le_chord`, `g1` and `g2` give g' = f' + M x and g'' = f'' + M, `conv` is the convexity of g, and `conv.2` with weights 1 − b and b at the points 0 and 1 is the chord inequality.

```lean
/-- A function on `[0,1]` with `f'' ≥ -M` exceeds its chord by at most `M b (1 - b) / 2`. -/
theorem le_chord {f f' f'' : ℝ → ℝ} {M : ℝ}
    (h1 : ∀ x ∈ Icc (0 : ℝ) 1, HasDerivWithinAt f (f' x) (Icc 0 1) x)
    (h2 : ∀ x ∈ Icc (0 : ℝ) 1, HasDerivWithinAt f' (f'' x) (Icc 0 1) x)
    (hM : ∀ x ∈ Icc (0 : ℝ) 1, -M ≤ f'' x) {b : ℝ} (hb : b ∈ Icc (0 : ℝ) 1) :
    f b ≤ f 0 + b * (f 1 - f 0) + M * (b * (1 - b)) / 2 := by
  have hq : ∀ x : ℝ, HasDerivAt (fun x : ℝ => M / 2 * (x * x)) (M * x) x := fun x =>
    (((hasDerivAt_id' x).fun_mul (hasDerivAt_id' x)).const_mul (M / 2)).congr_deriv (by ring)
  have g1 : ∀ x ∈ Icc (0 : ℝ) 1, HasDerivWithinAt (fun x => f x + M / 2 * (x * x))
      (f' x + M * x) (Icc 0 1) x := fun x hx => (h1 x hx).fun_add (hq x).hasDerivWithinAt
  have g2 : ∀ x ∈ Icc (0 : ℝ) 1, HasDerivWithinAt (fun x => f' x + M * x)
      (f'' x + M * 1) (Icc 0 1) x := fun x hx =>
    (h2 x hx).fun_add ((hasDerivAt_id' x).const_mul M).hasDerivWithinAt
  -- `f + M x² / 2` is convex
  have conv : ConvexOn ℝ (Icc (0 : ℝ) 1) (fun x => f x + M / 2 * (x * x)) :=
    convexOn_of_hasDerivWithinAt2_nonneg (f' := fun x => f' x + M * x)
      (f'' := fun x => f'' x + M * 1) (convex_Icc 0 1)
      (fun x hx => (g1 x hx).continuousWithinAt)
      (fun x hx => (g1 x (interior_subset hx)).mono interior_subset)
      (fun x hx => (g2 x (interior_subset hx)).mono interior_subset)
      (fun x hx => by have := hM x (interior_subset hx); linarith)
  have m0 : (0 : ℝ) ∈ Icc (0 : ℝ) 1 := ⟨le_rfl, zero_le_one⟩
  have m1 : (1 : ℝ) ∈ Icc (0 : ℝ) 1 := ⟨zero_le_one, le_rfl⟩
  have h := conv.2 m0 m1 (sub_nonneg.2 hb.2) hb.1 (by ring)
  simp only [smul_eq_mul, mul_zero, mul_one, zero_add, add_zero] at h
  linarith
```

In `expect_interp_error`, `hi` identifies the chord with ⟨v, I(b) v⟩, while `up` and `lo` apply the scalar lemma to f and to −f.

```lean
/-- In every normalized state the interpolated operator reproduces the expectation value of
`H(b)` within `M b (1 - b) / 2`. -/
theorem expect_interp_error {H H' H'' : ℝ → Matrix n n ℂ} {M : ℝ}
    (hH : TwiceDiffFamily H H' H'' M) {b : ℝ} (hb : b ∈ Icc (0 : ℝ) 1)
    {v : n → ℂ} (hv : star v ⬝ᵥ v = 1) :
    |expect (H b) v - expect (interp H b) v| ≤ M * (b * (1 - b)) / 2 := by
  have hi : expect (interp H b) v
      = expect (H 0) v + b * (expect (H 1) v - expect (H 0) v) := by
    unfold expect interp
    rw [add_mulVec, smul_mulVec, sub_mulVec, dotProduct_add, dotProduct_smul, dotProduct_sub,
      Complex.add_re, Complex.smul_re, Complex.sub_re, smul_eq_mul]
  have d1 := fun x hx => expect_deriv (hH.d1 x hx) v
  have d2 := fun x hx => expect_deriv (hH.d2 x hx) v
  have up := le_chord d1 d2 (fun x hx => (abs_le.mp (hH.bound x hx v hv)).1) hb
  have lo := le_chord (fun x hx => (d1 x hx).fun_neg) (fun x hx => (d2 x hx).fun_neg)
    (fun x hx => neg_le_neg (abs_le.mp (hH.bound x hx v hv)).2) hb
  rw [hi, abs_le]
  constructor <;> linarith
```

Q: Read me the final statements.

A: First, I(0) = H(0) and I(1) = H(1) for any family, with no hypothesis.

```lean
omit [Fintype n] [DecidableEq n] in
/-- The interpolated operator equals `H` at `b = 0` and `b = 1`. -/
theorem interp_endpoints (H : ℝ → Matrix n n ℂ) : interp H 0 = H 0 ∧ interp H 1 = H 1 := by
  constructor <;> simp [interp]
```

Second, for a family with `TwiceDiffFamily H H' H'' M`, for b in [0,1], and for lowest eigenvalues e of H(b) and e' of I(b), both |e − e'| ≤ M b(1−b)/2 and M b(1−b)/2 ≤ M/8 hold. The step `hI` shows I(b) Hermitian because b is real. The sign M ≥ 0 comes from `bound` applied to the unit ground state, and `nlinarith` uses M (b − 1/2)² ≥ 0.

```lean
/-- The lowest eigenvalues of `H(b)` and of the interpolated operator differ by at most
`M b (1 - b) / 2`, which is at most `M / 8`. -/
theorem lowest_interp_error {H H' H'' : ℝ → Matrix n n ℂ} {M : ℝ}
    (hH : TwiceDiffFamily H H' H'' M) {b : ℝ} (hb : b ∈ Icc (0 : ℝ) 1) {e e' : ℝ}
    (he : IsLowest (H b) e) (he' : IsLowest (interp H b) e') :
    |e - e'| ≤ M * (b * (1 - b)) / 2 ∧ M * (b * (1 - b)) / 2 ≤ M / 8 := by
  have h0 := hH.herm 0 ⟨le_rfl, zero_le_one⟩
  have h1 := hH.herm 1 ⟨zero_le_one, le_rfl⟩
  have hI : (interp H b).IsHermitian := by
    unfold Matrix.IsHermitian interp
    rw [conjTranspose_add, conjTranspose_smul, conjTranspose_sub, star_trivial, h0.eq, h1.eq]
  refine ⟨lowest_stable (hH.herm b hb) hI he he' fun v hv => expect_interp_error hH hb hv, ?_⟩
  obtain ⟨v, hv, -⟩ := he.1
  have hM : 0 ≤ M := (abs_nonneg _).trans (hH.bound b hb v hv)
  nlinarith [mul_nonneg hM (sq_nonneg (b - 1 / 2))]
```

Q: Could the constant be smaller? And does any family meet the assumptions?

A: The family P(b) answers both. For Hermitian A with lowest eigenvalue e and M ≥ 0, its derivatives are P' = M (b − 1/2)·1 and P'' = M·1, so ⟨v, P'' v⟩ = M for unit v. It equals A at both ends, so its interpolation is A for all b. Its lowest eigenvalue is e − M b(1−b)/2, because subtracting a multiple of the identity shifts every eigenvalue equally. The error equals the bound at each b in [0,1] and is M/8 at b = 1/2. This is a mathematical witness and not a physical unscreening: it shifts the whole operator by a constant, whereas an unscreened atomic potential keeps the same Coulomb tail for every b. It shows that the constant cannot be improved from the hypothesis on M alone, and a given physical family may stay well below the bound.

```lean
/-- For Hermitian `A` with lowest eigenvalue `e` and `M ≥ 0`, the parabolic family meets the
hypotheses, interpolates to `A`, and has lowest eigenvalue `e - M b (1 - b) / 2`. -/
theorem sharpness_witness {A : Matrix n n ℂ} (hA : A.IsHermitian) {M e : ℝ} (hM : 0 ≤ M)
    (he : IsLowest A e) :
    TwiceDiffFamily (parabolic A M) (fun b => (M * (b - 1 / 2)) • (1 : Matrix n n ℂ))
      (fun _ => M • (1 : Matrix n n ℂ)) M ∧
    ∀ b, interp (parabolic A M) b = A ∧
      IsLowest (parabolic A M b) (e - M * (b * (1 - b)) / 2) := by
  refine ⟨⟨fun b _ => ?_, fun b _ i j => ?_, fun b _ i j => ?_, fun b _ v hv => ?_⟩,
    fun b => ⟨by simp [interp, parabolic], ?_⟩⟩
  · unfold Matrix.IsHermitian parabolic
    rw [conjTranspose_sub, conjTranspose_smul, conjTranspose_one, star_trivial, hA.eq]
  · have hc : HasDerivAt (fun t : ℝ => M * (t * (1 - t)) / 2) (-(M * (b - 1 / 2))) b :=
      ((((hasDerivAt_id' b).fun_mul ((hasDerivAt_id' b).const_sub 1)).const_mul M).div_const
        2).congr_deriv (by ring)
    have h := (hc.smul_const ((1 : Matrix n n ℂ) i j)).const_sub (A i j)
    rw [neg_smul, neg_neg] at h
    exact h.hasDerivWithinAt
  · have hc : HasDerivAt (fun t : ℝ => M * (t - 1 / 2)) M b :=
      (((hasDerivAt_id' b).sub_const (1 / 2)).const_mul M).congr_deriv (mul_one M)
    exact (hc.smul_const ((1 : Matrix n n ℂ) i j)).hasDerivWithinAt
  · have h : expect (M • (1 : Matrix n n ℂ)) v = M := by
      unfold expect
      rw [smul_mulVec, one_mulVec, dotProduct_smul, hv]
      simp
    exact (congrArg abs h).trans_le (abs_of_nonneg hM).le
  · have hs : ∀ w : n → ℂ,
        parabolic A M b *ᵥ w = A *ᵥ w - (M * (b * (1 - b)) / 2) • w := fun w => by
      rw [parabolic, sub_mulVec, smul_mulVec, one_mulVec]
    obtain ⟨v, hv, hAv⟩ := he.1
    refine ⟨⟨v, hv, by rw [hs, hAv, sub_smul]⟩, ?_⟩
    rintro μ ⟨w, hw, h⟩
    rw [hs] at h
    have h2 : A *ᵥ w = (μ + M * (b * (1 - b)) / 2) • w := by
      rw [add_smul, ← h]
      exact (sub_add_cancel _ _).symm
    have h3 := he.2 _ ⟨w, hw, h2⟩
    linarith

end

end SpinInterpolation
```

```lean
#print axioms SpinInterpolation.exists_isLowest
#print axioms SpinInterpolation.interp_endpoints
#print axioms SpinInterpolation.lowest_interp_error
```

```
'SpinInterpolation.exists_isLowest' depends on axioms: [propext, Classical.choice, Quot.sound]
'SpinInterpolation.interp_endpoints' depends on axioms: [propext, Classical.choice, Quot.sound]
'SpinInterpolation.lowest_interp_error' depends on axioms: [propext, Classical.choice, Quot.sound]
```

Q: What does this mean for a pseudopotential calculation?

A: For a one-parameter family of one-electron operators in a fixed finite orthonormal basis, and for a given M, it bounds the error in the lowest eigenvalue when two unscreened potentials are mixed linearly in b while every other term of the operator, including a fixed screening potential, is kept independent of b. It says nothing about higher levels, eigenvectors, total energies, self-consistent response of the density, or the limit of a complete basis. In code the step is one line: store the matrices H0 and H1, form H0 + b (H1 − H0), diagonalize. A third unscreening at b = 1/2 tests a proposed M, since by `expect_interp_error` no unit vector may give H(1/2) − (H(0) + H(1))/2 an expectation value beyond M/8 in magnitude. Passing this test does not establish the bound on all of [0,1].

Q: My remaining doubt is the fully polarized end.

A: That doubt concerns the hypothesis, and what follows is physics that the theorems do not address. With local exchange and at fixed total density, the minority-spin exchange potential varies as (1 − ζ)^(1/3) in the local polarization ζ, and its slope diverges at ζ = 1. If b = 1 drives ζ to 1 over a region, a finite M may not exist, and the theorem then does not apply to that family.
